# An orthorhombic stiffness block that passes the simplified stability criteria but is not positive semidefinite

A homogeneous normal strain is a real vector e = (e0, e1, e2), numbered from zero as in Lean. The elastic constants keep their usual Voigt names, so C11 is the matrix entry with indices 0, 0 and C13 the entry with indices 0, 2. All constants share one stress unit, which is also the unit of energy density.

```lean
import Mathlib

open Matrix

namespace ElasticStability

noncomputable section
```

An orthorhombic crystal has six constants that couple normal strains. They are unrestricted real numbers here, collected in the structure `Ortho`.

```lean
/-- The six elastic constants of an orthorhombic crystal that couple normal strains. -/
structure Ortho where
  c11 : ℝ
  c22 : ℝ
  c33 : ℝ
  c12 : ℝ
  c13 : ℝ
  c23 : ℝ
```

They fill a symmetric 3×3 matrix C, called `block`. The shear constants C44, C55 and C66 decouple from it and are left out; full elastic stability also requires them to be positive.

```lean
/-- The symmetric 3×3 normal block of the stiffness matrix in Voigt notation. -/
def Ortho.block (C : Ortho) : Matrix (Fin 3) (Fin 3) ℝ :=
  !![C.c11, C.c12, C.c13; C.c12, C.c22, C.c23; C.c13, C.c23, C.c33]
```

The energy density is harmonic and refers to a crystal without applied stress:

E(e) = ½ eᵀ C e

```lean
/-- The harmonic elastic energy density `½ eᵀ C e` of a normal strain `e`. -/
def Ortho.energy (C : Ortho) (e : Fin 3 → ℝ) : ℝ :=
  1 / 2 * (e ⬝ᵥ C.block *ᵥ e)
```

The simplified criteria are a predicate on the matrix entries. They ask for positive diagonal entries, for Cii + Cjj − 2 Cij > 0 whenever i ≠ j, and for a positive sum of all nine entries. Stability itself is expressed by Mathlib's `PosDef` (strict) and `PosSemidef` (no negative energy).

```lean
/-- The simplified criteria: `Cii > 0`, `Cii + Cjj - 2 Cij > 0` for `i ≠ j`, and a positive
sum of all entries. -/
def SimplifiedCriteria (M : Matrix (Fin 3) (Fin 3) ℝ) : Prop :=
  (∀ i, 0 < M i i) ∧ (∀ i j, i ≠ j → 0 < M i i + M j j - 2 * M i j) ∧ 0 < ∑ i, ∑ j, M i j
```

Three special families of constants are used: cubic symmetry, a block whose only coupling is C13, and one numerical example.

```lean
/-- Cubic symmetry: all diagonal constants equal `a`, all off-diagonal constants equal `b`. -/
def cubic (a b : ℝ) : Ortho :=
  { c11 := a, c22 := a, c33 := a, c12 := b, c13 := b, c23 := b }

/-- The block with diagonal `a, b, c` whose only coupling is `C13 = d`. -/
def coupled13 (a b c d : ℝ) : Ortho :=
  { c11 := a, c22 := b, c33 := c, c12 := 0, c13 := d, c23 := 0 }

/-- The constants `C11 = C22 = 1`, `C33 = 100`, `C13 = 20`, `C12 = C23 = 0`. -/
def counterexample : Ortho :=
  { c11 := 1, c22 := 1, c33 := 100, c12 := 0, c13 := 20, c23 := 0 }
```

## (a) Energy in strain components

Show that

E(e) = ½ (C11 e0² + C22 e1² + C33 e2²) + C12 e0 e1 + C13 e0 e2 + C23 e1 e2.

The double sum ½ Σ Cij ei ej contains each diagonal term once, with factor ½. Each off-diagonal term occurs twice, which cancels the ½. In Lean, `simp` expands the sums and `ring` collects the terms.

```lean
/-- The energy density written out in the strain components. -/
theorem energy_eq (C : Ortho) (e : Fin 3 → ℝ) :
    C.energy e = (C.c11 * e 0 ^ 2 + C.c22 * e 1 ^ 2 + C.c33 * e 2 ^ 2) / 2
      + C.c12 * e 0 * e 1 + C.c13 * e 0 * e 2 + C.c23 * e 1 * e 2 := by
  simp only [Ortho.energy, dotProduct, mulVec, Fin.sum_univ_three]
  simp [Ortho.block]
  ring
```

## (b) Energy of an explicit strain

Show that for e = (x, y, z)

E(x, y, z) = ½ (C11 x² + C22 y² + C33 z²) + C12 xy + C13 xz + C23 yz.

Put e0 = x, e1 = y, e2 = z in (a).

```lean
/-- The energy density of the strain `(x, y, z)`. -/
theorem energy_vec (C : Ortho) (x y z : ℝ) :
    C.energy ![x, y, z] = (C.c11 * x ^ 2 + C.c22 * y ^ 2 + C.c33 * z ^ 2) / 2
      + C.c12 * x * y + C.c13 * x * z + C.c23 * y * z := by
  exact energy_eq C ![x, y, z]
```

## (c) Definiteness as a sign of the energy

Show that

C positive definite ⇔ E(e) > 0 for every e ≠ 0,
C positive semidefinite ⇔ E(e) ≥ 0 for every e.

Mathlib's definitions require a Hermitian matrix and the corresponding sign of eᵀCe. The block is real and symmetric, which `herm` checks entry by entry, and the factor ½ does not change a sign. Complex conjugation is trivial over the reals and is removed by `star_trivial`.

```lean
/-- The block is positive definite iff every nonzero strain has positive energy, and positive
semidefinite iff no strain has negative energy. -/
theorem stability_iff_energy (C : Ortho) :
    (C.block.PosDef ↔ ∀ e, e ≠ 0 → 0 < C.energy e) ∧
      (C.block.PosSemidef ↔ ∀ e, 0 ≤ C.energy e) := by
  have herm : C.block.IsHermitian := by
    show (C.block)ᴴ = C.block
    ext i j
    fin_cases i <;> fin_cases j <;> rfl
  constructor
  · rw [Matrix.posDef_iff_dotProduct_mulVec]
    constructor
    · rintro ⟨_, h⟩ e he
      have t := @h e he
      rw [star_trivial] at t
      unfold Ortho.energy
      linarith
    · intro h
      refine ⟨herm, ?_⟩
      intro e he
      have t := h e he
      unfold Ortho.energy at t
      rw [star_trivial]
      linarith
  · rw [Matrix.posSemidef_iff_dotProduct_mulVec]
    constructor
    · rintro ⟨_, h⟩ e
      have t := @h e
      rw [star_trivial] at t
      unfold Ortho.energy
      linarith
    · intro h
      refine ⟨herm, ?_⟩
      intro e
      have t := h e
      unfold Ortho.energy at t
      rw [star_trivial]
      linarith
```

## (d) Positivity at a test strain

Let C be positive definite and let at least one of x, y, z be nonzero. Show that

½ (C11 x² + C22 y² + C33 z²) + C12 xy + C13 xz + C23 yz > 0.

By (b) the left side is E(x, y, z), and the strain is not the zero vector, so (c) applies. The Lean proof reads off the three components to rule out the zero vector.

```lean
/-- For a positive definite block the energy polynomial is positive at every strain
`(x, y, z)` with a nonzero component. -/
theorem energy_pos_of_posDef (C : Ortho) (h : C.block.PosDef) (x y z : ℝ)
    (hne : x ≠ 0 ∨ y ≠ 0 ∨ z ≠ 0) :
    0 < (C.c11 * x ^ 2 + C.c22 * y ^ 2 + C.c33 * z ^ 2) / 2
      + C.c12 * x * y + C.c13 * x * z + C.c23 * y * z := by
  rw [← energy_vec]
  apply (stability_iff_energy C).1.mp h
  intro h0
  have hx : x = 0 := by simpa using congrFun h0 0
  have hy : y = 0 := by simpa using congrFun h0 1
  have hz : z = 0 := by simpa using congrFun h0 2
  rcases hne with h1 | h1 | h1
  · exact h1 hx
  · exact h1 hy
  · exact h1 hz
```

## (e) The simplified criteria as seven inequalities

Show that the simplified criteria hold exactly when

C11, C22, C33 > 0,
C11 + C22 − 2 C12 > 0, C11 + C33 − 2 C13 > 0, C22 + C33 − 2 C23 > 0,
C11 + C22 + C33 + 2 (C12 + C13 + C23) > 0.

There are six ordered pairs i ≠ j, but by symmetry they give only three different conditions. In the entry sum each off-diagonal constant occurs twice. Lean runs through the index values with `fin_cases`.

```lean
/-- The simplified criteria are seven linear inequalities in the elastic constants. -/
theorem simplified_iff (C : Ortho) :
    SimplifiedCriteria C.block ↔
      (0 < C.c11 ∧ 0 < C.c22 ∧ 0 < C.c33) ∧
      (0 < C.c11 + C.c22 - 2 * C.c12 ∧ 0 < C.c11 + C.c33 - 2 * C.c13 ∧
        0 < C.c22 + C.c33 - 2 * C.c23) ∧
      0 < C.c11 + C.c22 + C.c33 + 2 * (C.c12 + C.c13 + C.c23) := by
  unfold SimplifiedCriteria
  constructor
  · rintro ⟨h1, h2, h3⟩
    refine ⟨⟨?_, ?_, ?_⟩, ⟨?_, ?_, ?_⟩, ?_⟩
    · simpa [Ortho.block] using h1 0
    · simpa [Ortho.block] using h1 1
    · simpa [Ortho.block] using h1 2
    · simpa [Ortho.block] using h2 0 1 (by decide)
    · simpa [Ortho.block] using h2 0 2 (by decide)
    · simpa [Ortho.block] using h2 1 2 (by decide)
    · simp only [Fin.sum_univ_three] at h3
      simp [Ortho.block] at h3
      linarith
  · rintro ⟨⟨a0, a1, a2⟩, ⟨p0, p1, p2⟩, s⟩
    refine ⟨fun i => ?_, fun i j hij => ?_, ?_⟩
    · fin_cases i <;> simp [Ortho.block, a0, a1, a2]
    · fin_cases i <;> fin_cases j <;>
        first | exact absurd rfl hij | (simp [Ortho.block]; linarith)
    · simp only [Fin.sum_univ_three]
      simp [Ortho.block]
      linarith
```

## (f) Necessity of the simplified criteria

Show that

C positive definite ⇒ C satisfies the simplified criteria.

Evaluate 2E at seven strains:

2E(1, 0, 0) = C11, and likewise C22 and C33 for the other two axes,
2E(1, −1, 0) = C11 + C22 − 2 C12, and likewise for the other two pairs,
2E(1, 1, 1) = the sum of all entries.

By (d) all seven are positive. The criteria thus probe the energy along seven fixed directions. In Lean these are `t1` to `t7`, and `linarith` converts them into the inequalities of (e).

```lean
/-- Every positive definite block satisfies the simplified criteria. -/
theorem simplified_of_posDef (C : Ortho) (h : C.block.PosDef) :
    SimplifiedCriteria C.block := by
  have P := energy_pos_of_posDef C h
  -- uniaxial strains
  have t1 := P 1 0 0 (by norm_num)
  have t2 := P 0 1 0 (by norm_num)
  have t3 := P 0 0 1 (by norm_num)
  -- traceless strains
  have t4 := P 1 (-1) 0 (by norm_num)
  have t5 := P 1 0 (-1) (by norm_num)
  have t6 := P 0 1 (-1) (by norm_num)
  -- hydrostatic strain
  have t7 := P 1 1 1 (by norm_num)
  rw [simplified_iff]
  refine ⟨⟨?_, ?_, ?_⟩, ⟨?_, ?_, ?_⟩, ?_⟩ <;> linarith
```

## (g) Exact Born criteria for the normal block

Write m = C11 C22 − C12² and

D = C11 C22 C33 + 2 C12 C13 C23 − C11 C23² − C22 C13² − C33 C12².

Show that

C positive definite ⇔ C11 > 0, m > 0 and D > 0.

For necessity, use three test strains in turn:

2E(1, 0, 0) = C11,
2E(−C12, C11, 0) = C11 m,
2E(C12 C23 − C13 C22, C12 C13 − C11 C23, m) = m D.

The last strain v is the final column of cofactors, so Cv = (0, 0, D). Each line gives the sign of one new factor.

For sufficiency, complete the squares:

C11 m · 2E = m (C11 e0 + C12 e1 + C13 e2)² + (m e1 + (C11 C23 − C12 C13) e2)² + C11 D e2².

The right side is nonnegative. If it vanishes, the last term gives e2 = 0, then the middle one e1 = 0, then the first e0 = 0. Hence E > 0 for e ≠ 0. The identity is `key`, and `hz`, `hy`, `hx` eliminate the components in this order.

```lean
/-- Born criteria for the orthorhombic normal block: it is positive definite iff its three
leading principal minors, written out in the elastic constants, are positive. -/
theorem posDef_iff_born (C : Ortho) :
    C.block.PosDef ↔ 0 < C.c11 ∧ 0 < C.c11 * C.c22 - C.c12 ^ 2 ∧
      0 < C.c11 * C.c22 * C.c33 + 2 * C.c12 * C.c13 * C.c23
        - C.c11 * C.c23 ^ 2 - C.c22 * C.c13 ^ 2 - C.c33 * C.c12 ^ 2 := by
  constructor
  · intro h
    have P := energy_pos_of_posDef C h
    have t1 := P 1 0 0 (by norm_num)
    have ha : 0 < C.c11 := by linarith
    have t2 := P (-C.c12) C.c11 0 (Or.inr (Or.inl ha.ne'))
    have u2 : 0 < C.c11 * (C.c11 * C.c22 - C.c12 ^ 2) := by linarith
    have hm := (mul_pos_iff_of_pos_left ha).mp u2
    -- test with the last column of cofactors
    have t3 := P (C.c12 * C.c23 - C.c13 * C.c22) (C.c12 * C.c13 - C.c11 * C.c23)
      (C.c11 * C.c22 - C.c12 ^ 2) (Or.inr (Or.inr hm.ne'))
    have u3 : 0 < (C.c11 * C.c22 - C.c12 ^ 2) *
        (C.c11 * C.c22 * C.c33 + 2 * C.c12 * C.c13 * C.c23
          - C.c11 * C.c23 ^ 2 - C.c22 * C.c13 ^ 2 - C.c33 * C.c12 ^ 2) := by linarith
    exact ⟨ha, hm, (mul_pos_iff_of_pos_left hm).mp u3⟩
  · rintro ⟨ha, hm, hD⟩
    rw [(stability_iff_energy C).1]
    intro e he
    -- completing the squares
    have key : C.c11 * (C.c11 * C.c22 - C.c12 ^ 2) * (2 * C.energy e)
        = (C.c11 * C.c22 - C.c12 ^ 2) * (C.c11 * e 0 + C.c12 * e 1 + C.c13 * e 2) ^ 2
          + ((C.c11 * C.c22 - C.c12 ^ 2) * e 1 + (C.c11 * C.c23 - C.c12 * C.c13) * e 2) ^ 2
          + C.c11 * (C.c11 * C.c22 * C.c33 + 2 * C.c12 * C.c13 * C.c23
            - C.c11 * C.c23 ^ 2 - C.c22 * C.c13 ^ 2 - C.c33 * C.c12 ^ 2) * e 2 ^ 2 := by
      rw [energy_eq]
      ring
    by_contra hE
    have t0 := mul_nonneg (mul_pos ha hm).le (neg_nonneg.mpr (not_lt.mp hE))
    have t1 := mul_nonneg hm.le (sq_nonneg (C.c11 * e 0 + C.c12 * e 1 + C.c13 * e 2))
    have t2 := sq_nonneg
      ((C.c11 * C.c22 - C.c12 ^ 2) * e 1 + (C.c11 * C.c23 - C.c12 * C.c13) * e 2)
    have t3 := mul_nonneg (mul_pos ha hD).le (sq_nonneg (e 2))
    have sqp : ∀ u : ℝ, u ≠ 0 → 0 < u ^ 2 := fun u hu =>
      lt_of_le_of_ne (sq_nonneg u) (Ne.symm (pow_ne_zero 2 hu))
    -- each square must vanish, which kills the components one after the other
    have hz : e 2 = 0 := by
      by_contra h
      have := mul_pos (mul_pos ha hD) (sqp _ h)
      linarith
    have hy : e 1 = 0 := by
      by_contra h
      have hne : (C.c11 * C.c22 - C.c12 ^ 2) * e 1
          + (C.c11 * C.c23 - C.c12 * C.c13) * e 2 ≠ 0 := by
        rw [hz, mul_zero, add_zero]
        exact mul_ne_zero hm.ne' h
      have := sqp _ hne
      linarith
    have hx : e 0 = 0 := by
      by_contra h
      have heq : C.c11 * e 0 + C.c12 * e 1 + C.c13 * e 2 = C.c11 * e 0 := by
        rw [hy, hz]
        ring
      have hne : C.c11 * e 0 + C.c12 * e 1 + C.c13 * e 2 ≠ 0 := by
        rw [heq]
        exact mul_ne_zero ha.ne' h
      have := mul_pos hm (sqp _ hne)
      linarith
    apply he
    funext i
    fin_cases i <;> simp [hx, hy, hz]
```

## (h) Cubic symmetry

Let C11 = C22 = C33 = a and C12 = C13 = C23 = b. Show that

simplified criteria ⇔ C positive definite.

One direction is (f). For the other, the criteria give a > 0, a − b > 0 and a + 2b > 0. Then 2(a + b) = a + (a + 2b) > 0, and

m = (a − b)(a + b) > 0,
D = (a − b)² (a + 2b) > 0,

so (g) applies. Lean forms the two products as `s1` and `s2`.

```lean
/-- For cubic symmetry the simplified criteria are equivalent to positive definiteness. -/
theorem cubic_simplified_iff_posDef (a b : ℝ) :
    SimplifiedCriteria (cubic a b).block ↔ (cubic a b).block.PosDef := by
  refine ⟨fun h => ?_, simplified_of_posDef _⟩
  rw [simplified_iff] at h
  rw [posDef_iff_born]
  dsimp only [cubic] at h ⊢
  obtain ⟨⟨ha, -, -⟩, ⟨h1, -, -⟩, h2⟩ := h
  have p : 0 < a - b := by linarith
  have q : 0 < a + 2 * b := by linarith
  have r : 0 < a + b := by linarith
  have s1 := mul_pos p r
  have s2 := mul_pos (mul_pos p p) q
  exact ⟨ha, by linarith, by linarith⟩
```

## (i) A single coupling

Let C11 = a > 0, C22 = b ≥ 0, C33 = c, C13 = d and C12 = C23 = 0. Show that

C positive semidefinite ⇔ d² ≤ ac.

The strain (−d, 0, a) has 2E = a(ac − d²), so a semidefinite block needs d² ≤ ac. Conversely,

a · 2E = (a e0 + d e2)² + ab e1² + (ac − d²) e2²,

and every term is nonnegative if d² ≤ ac. In the limiting case d² = ac the strain (−d, 0, a) costs no energy: the block is semidefinite but not definite.

```lean
/-- With `C11 = a > 0`, `C22 = b ≥ 0`, `C33 = c` and the single coupling `C13 = d`, the block
is positive semidefinite iff `d² ≤ a c`. -/
theorem coupled13_posSemidef_iff (a b c d : ℝ) (ha : 0 < a) (hb : 0 ≤ b) :
    (coupled13 a b c d).block.PosSemidef ↔ d ^ 2 ≤ a * c := by
  rw [(stability_iff_energy _).2]
  constructor
  · intro h
    have t := h ![-d, 0, a]
    rw [energy_vec] at t
    dsimp only [coupled13] at t
    by_contra hn
    have := mul_pos ha (sub_pos.mpr (not_le.mp hn))
    linarith
  · intro h e
    have key : a * (2 * (coupled13 a b c d).energy e)
        = (a * e 0 + d * e 2) ^ 2 + a * b * e 1 ^ 2 + (a * c - d ^ 2) * e 2 ^ 2 := by
      rw [energy_eq]
      dsimp only [coupled13]
      ring
    have t1 := sq_nonneg (a * e 0 + d * e 2)
    have t2 := mul_nonneg (mul_nonneg ha.le hb) (sq_nonneg (e 1))
    have t3 := mul_nonneg (sub_nonneg.mpr h) (sq_nonneg (e 2))
    by_contra hn
    have := mul_pos ha (neg_pos.mpr (not_le.mp hn))
    linarith
```

## (j) A window of undetected instability

With the same couplings and a, b, c > 0, show that

√(ac) < d < (a + c)/2 ⇒ simplified criteria hold and C is not positive semidefinite.

The upper bound gives a + c − 2d > 0. The other six inequalities of (e) hold because a, b, c and d are positive. With s = √(ac),

d² − ac = (d − s)² + 2s(d − s) > 0,

which contradicts (i) if C is semidefinite. For a = c the two means coincide and the window is empty.

```lean
/-- For positive diagonal constants, every coupling `C13 = d` strictly between the geometric
and the arithmetic mean of `C11` and `C33` satisfies the simplified criteria while the block
is not positive semidefinite. -/
theorem coupled13_window (a b c d : ℝ) (ha : 0 < a) (hb : 0 < b) (hc : 0 < c)
    (hlow : Real.sqrt (a * c) < d) (hup : d < (a + c) / 2) :
    SimplifiedCriteria (coupled13 a b c d).block ∧ ¬ (coupled13 a b c d).block.PosSemidef := by
  have h0 := Real.sqrt_nonneg (a * c)
  have hs := Real.sq_sqrt (mul_pos ha hc).le
  constructor
  · rw [simplified_iff]
    dsimp only [coupled13]
    refine ⟨⟨?_, ?_, ?_⟩, ⟨?_, ?_, ?_⟩, ?_⟩ <;> linarith
  · rw [coupled13_posSemidef_iff a b c d ha hb.le]
    intro h
    have hd := sub_pos.mpr hlow
    have t1 := mul_pos hd hd
    have t2 := mul_nonneg h0 hd.le
    linarith
```

## (k) The numerical example

Let C11 = C22 = 1, C33 = 100, C13 = 20 and C12 = C23 = 0. Show that the simplified criteria hold, that

E(20, 0, −1) = −150,

and that C is not positive semidefinite.

The diagonal entries are positive, the pair expressions are 2, 61 and 101, and the entry sum is 142. The energy is

E = ½ (1 · 400 + 100 · 1) − 20 · 20 = 250 − 400 = −150,

which (c) forbids for a semidefinite block. The strain vector only marks a direction: normalised to unit length, it has energy −150/401 ≈ −0.374. Lean evaluates the numbers with `norm_num`.

```lean
/-- The block `C11 = C22 = 1`, `C33 = 100`, `C13 = 20`, `C12 = C23 = 0` satisfies the
simplified criteria, yet the strain `(20, 0, -1)` has energy `-150` and the block is not
positive semidefinite. -/
theorem counterexample_simplified_not_posSemidef :
    SimplifiedCriteria counterexample.block ∧
      counterexample.energy ![20, 0, -1] = -150 ∧
      ¬ counterexample.block.PosSemidef := by
  have hE : counterexample.energy ![20, 0, -1] = -150 := by
    rw [energy_vec]
    dsimp only [counterexample]
    norm_num
  refine ⟨?_, hE, ?_⟩
  · rw [simplified_iff]
    dsimp only [counterexample]
    norm_num
  · intro h
    have t := (stability_iff_energy counterexample).2.mp h ![20, 0, -1]
    rw [hE] at t
    norm_num at t

end

end ElasticStability
```

When elastic constants come from an electronic-structure or force-field calculation, a script can symmetrise the stiffness matrix and test its smallest eigenvalue, which within this harmonic, zero-stress model covers every strain direction. If this eigenvalue is smaller in magnitude than the numerical error of the constants, its sign is not settled and the question stays open.

```lean
#print axioms ElasticStability.cubic_simplified_iff_posDef
-- 'ElasticStability.cubic_simplified_iff_posDef' depends on axioms: [propext, Classical.choice, Quot.sound]
#print axioms ElasticStability.coupled13_window
-- 'ElasticStability.coupled13_window' depends on axioms: [propext, Classical.choice, Quot.sound]
#print axioms ElasticStability.counterexample_simplified_not_posSemidef
-- 'ElasticStability.counterexample_simplified_not_posSemidef' depends on axioms: [propext, Classical.choice, Quot.sound]
```
